# The ground state of M noninteracting two-level copies has squared reference overlap p^M

A state of \(M\) copies of a two-level system is represented here by a real amplitude \(\Phi(s)\) for each configuration \(s=(s_0,\dots,s_{M-1})\), \(s_i\in\{0,1\}\), instead of by an element of an abstract tensor product. In Lean this is a function `(Fin M → Fin 2) → ℝ`. Real amplitudes suffice for the energy bounds because the Hamiltonian is real and symmetric: the real and imaginary parts of a complex state contribute separately to its squared norm and to the quadratic form of the energy. The copies are distinguishable, and no antisymmetry is imposed between them. In the title, \(p\) is the squared overlap of the one-copy ground state with its reference level.

```lean
import Mathlib

open Matrix Filter Topology

namespace ReferenceOverlapDecay

noncomputable section
```

## One copy and its lowest energy

Level 0 is the reference, level 1 lies at energy \(D\), and \(K\) couples them:
\[
h=\begin{pmatrix}0&K\\K&D\end{pmatrix}.
\]

```lean
/-- The two-level Hamiltonian with coupling `K` and excitation energy `D`; the reference is level 0. -/
def twoLevel (K D : ℝ) : Matrix (Fin 2) (Fin 2) ℝ := !![0, K; K, D]
```

The eigenvalues solve \(\lambda^2-D\lambda-K^2=0\), so they are separated by \(S=\sqrt{D^2+4K^2}\).

```lean
/-- The level splitting `√(D² + 4K²)`. -/
def splitting (K D : ℝ) : ℝ := √(D ^ 2 + 4 * K ^ 2)
```

The lower one is \(E=(D-S)/2\).

```lean
/-- The energy `(D - √(D² + 4K²)) / 2`. -/
def groundEnergy (K D : ℝ) : ℝ := (D - splitting K D) / 2
```

For \(K\neq0\), the squared overlap of the lower eigenstate with the reference will turn out to be \(p=(1+D/S)/2\).

```lean
/-- The number `p = (1 + D / √(D² + 4K²)) / 2`. -/
def refWeight (K D : ℝ) : ℝ := (1 + D / splitting K D) / 2
```

The first row of \(hv=Ev\) reads \(Kv_1=Ev_0\), which suggests the normalised vector \((K,E)/\sqrt{K^2+E^2}\).

```lean
/-- The vector `(K, E)` divided by its length, with `E` the energy `groundEnergy K D`. -/
def groundVector (K D : ℝ) : Fin 2 → ℝ :=
  (√(K ^ 2 + groundEnergy K D ^ 2))⁻¹ • ![K, groundEnergy K D]
```

## Operators and products on configurations

Acting on copy \(i\) alone, \(h\) changes only the label \(s_i\):
\[
(h_i\Phi)(s)=\sum_b h_{s_i b}\,\Phi(s_{i\to b}),
\]
where \(s_{i\to b}\) is \(s\) with \(s_i\) replaced by \(b\).

```lean
/-- A one-copy Hamiltonian `h` acting on copy `i` of an `M`-copy state. -/
def siteH {M : ℕ} (h : Matrix (Fin 2) (Fin 2) ℝ) (i : Fin M)
    (Φ : (Fin M → Fin 2) → ℝ) : (Fin M → Fin 2) → ℝ :=
  fun s => ∑ b, h (s i) b * Φ (Function.update s i b)
```

Without interactions the total Hamiltonian is \(H=\sum_i h_i\).

```lean
/-- The Hamiltonian of `M` noninteracting copies: the sum of the one-copy Hamiltonians. -/
def totalH {M : ℕ} (h : Matrix (Fin 2) (Fin 2) ℝ)
    (Φ : (Fin M → Fin 2) → ℝ) : (Fin M → Fin 2) → ℝ :=
  fun s => ∑ i, siteH h i Φ s
```

Putting every copy in the state \(v\) gives \(\Phi_v(s)=\prod_i v_{s_i}\).

```lean
/-- The product state with every one of the `M` copies in the state `v`. -/
def productState (M : ℕ) (v : Fin 2 → ℝ) : (Fin M → Fin 2) → ℝ :=
  fun s => ∏ i, v (s i)
```

## The one-copy ground state

The condition \(K\neq0\) means that the coupling really mixes the levels. Then \(S^2=D^2+4K^2>D^2\), hence \(S>0\) and \(S>D\).

```lean
/-- The splitting squares to `D² + 4K²`, is positive, and exceeds `D` when the coupling is nonzero. -/
theorem splitting_facts {K : ℝ} (D : ℝ) (hK : K ≠ 0) :
    splitting K D ^ 2 = D ^ 2 + 4 * K ^ 2 ∧ 0 < splitting K D ∧ D < splitting K D := by
  have hK2 : 0 < K ^ 2 := by positivity
  refine ⟨Real.sq_sqrt (by positivity), Real.sqrt_pos.2 (by positivity), ?_⟩
  exact Real.lt_sqrt_of_sq_lt (by linarith)
```

For any real \(x\), expanding and using \(4K^2=S^2-D^2\) gives
\[
S\,(x\cdot hx-E\,x\cdot x)=\Bigl(\tfrac{S-D}{2}x_0+Kx_1\Bigr)^2+\Bigl(Kx_0+\tfrac{S+D}{2}x_1\Bigr)^2\ge0 .
\]
Dividing by \(S>0\) shows that no state has mean energy below \(E\). In the code, `generalize` turns \(S\) into a plain symbol, and `linear_combination` checks the identity from its square.

```lean
/-- For nonzero coupling, the quadratic form `x ⬝ᵥ (twoLevel K D *ᵥ x)` is at least `groundEnergy K
D` times the squared norm of `x`. -/
theorem groundEnergy_le {K : ℝ} (D : ℝ) (hK : K ≠ 0) (x : Fin 2 → ℝ) :
    groundEnergy K D * (x ⬝ᵥ x) ≤ x ⬝ᵥ (twoLevel K D *ᵥ x) := by
  obtain ⟨hS, hpos, -⟩ := splitting_facts D hK
  have e1 : x ⬝ᵥ x = x 0 ^ 2 + x 1 ^ 2 := by
    simp only [dotProduct, Fin.sum_univ_two]; ring
  have e2 : x ⬝ᵥ (twoLevel K D *ᵥ x) = 2 * K * x 0 * x 1 + D * x 1 ^ 2 := by
    simp [twoLevel, Matrix.mulVec, dotProduct, Fin.sum_univ_two]; ring
  rw [e1, e2, groundEnergy]
  generalize splitting K D = S at *
  -- the splitting times the excess energy is a sum of two squares
  have key : S * (2 * K * x 0 * x 1 + D * x 1 ^ 2 - (D - S) / 2 * (x 0 ^ 2 + x 1 ^ 2))
      = ((S - D) / 2 * x 0 + K * x 1) ^ 2 + (K * x 0 + (S + D) / 2 * x 1) ^ 2 := by
    linear_combination (x 0 ^ 2 + x 1 ^ 2) / 4 * hS
  have h0 : 0 ≤ S * (2 * K * x 0 * x 1 + D * x 1 ^ 2
      - (D - S) / 2 * (x 0 ^ 2 + x 1 ^ 2)) := by rw [key]; positivity
  linarith [nonneg_of_mul_nonneg_right h0 hpos]
```

The bound is attained. Since \(E^2=K^2+DE\), we have \(h(K,E)^T=(KE,\,K^2+DE)^T=E(K,E)^T\).

```lean
/-- For nonzero coupling, `groundVector K D` is a normalised eigenvector of the two-level
Hamiltonian at the energy `groundEnergy K D`. -/
theorem groundVector_witness {K : ℝ} (D : ℝ) (hK : K ≠ 0) :
    twoLevel K D *ᵥ groundVector K D = groundEnergy K D • groundVector K D ∧
      groundVector K D ⬝ᵥ groundVector K D = 1 := by
  obtain ⟨hS, -, -⟩ := splitting_facts D hK
  have hE : groundEnergy K D ^ 2 = K ^ 2 + D * groundEnergy K D := by
    unfold groundEnergy; linear_combination hS / 4
  unfold groundVector
  generalize groundEnergy K D = E at *
  have hN : 0 < K ^ 2 + E ^ 2 := by positivity
  have hu : ((√(K ^ 2 + E ^ 2))⁻¹) ^ 2 * (K ^ 2 + E ^ 2) = 1 := by
    rw [inv_pow, Real.sq_sqrt hN.le, inv_mul_cancel₀ hN.ne']
  generalize (√(K ^ 2 + E ^ 2))⁻¹ = u at *
  constructor
  · have hv : twoLevel K D *ᵥ ![K, E] = E • ![K, E] := by
      ext i
      fin_cases i
      · simp [twoLevel, Matrix.mulVec, dotProduct, Fin.sum_univ_two, mul_comm]
      · simp [twoLevel, Matrix.mulVec, dotProduct, Fin.sum_univ_two]
        linear_combination -hE
    rw [Matrix.mulVec_smul, hv, smul_comm]
  · simp only [dotProduct, Fin.sum_univ_two, Pi.smul_apply, smul_eq_mul,
      Matrix.cons_val_zero, Matrix.cons_val_one]
    linear_combination hu
```

Now let \(v\) be any normalised eigenvector at \(E\). Squaring \(Kv_1=Ev_0\) and inserting \(v_1^2=1-v_0^2\) gives \(K^2=(K^2+E^2)v_0^2\). Here \(K^2=(S-D)(S+D)/4\) and \(K^2+E^2=S(S-D)/2\). Cancelling \((S-D)/2>0\) leaves \(Sv_0^2=(S+D)/2\), that is, \(v_0^2=p\).

```lean
/-- For nonzero coupling, a normalised eigenvector at the energy `groundEnergy K D` has squared
reference overlap `(1 + D / √(D² + 4K²)) / 2`. -/
theorem ground_overlap {K D : ℝ} (hK : K ≠ 0) {v : Fin 2 → ℝ}
    (hv : twoLevel K D *ᵥ v = groundEnergy K D • v) (hn : v ⬝ᵥ v = 1) :
    v 0 ^ 2 = refWeight K D := by
  obtain ⟨hS, hpos, hlt⟩ := splitting_facts D hK
  have h0 : K * v 1 = groundEnergy K D * v 0 := by
    have h := congrFun hv 0
    simpa [twoLevel, Matrix.mulVec, dotProduct, Fin.sum_univ_two] using h
  simp only [dotProduct, Fin.sum_univ_two] at hn
  unfold groundEnergy at h0
  unfold refWeight
  generalize splitting K D = S at *
  have key : (S - D) / 2 * (S * v 0 ^ 2 - (S + D) / 2) = 0 := by
    linear_combination (v 0 ^ 2 - 1) / 4 * hS + K ^ 2 * hn
      - (K * v 1 + (D - S) / 2 * v 0) * h0
  have h1 : S * v 0 ^ 2 - (S + D) / 2 = 0 :=
    (mul_eq_zero.1 key).resolve_left (by linarith)
  have h2 : S * ((1 + D / S) / 2) = (S + D) / 2 := by
    have : S * (D / S) = D := mul_div_cancel₀ D hpos.ne'
    linear_combination this / 2
  exact mul_left_cancel₀ hpos.ne' (by linarith)
```

## Energies of M copies

Let \(v\) be an eigenvector of the one-copy Hamiltonian, \(hv=Ev\). Replacing one label in the product changes one factor, \(\Phi_v(s_{i\to b})=v_b\prod_{j\ne i}v_{s_j}\). Therefore
\[
(h_i\Phi_v)(s)=\Bigl(\sum_b h_{s_ib}v_b\Bigr)\prod_{j\neq i}v_{s_j}=E\,\Phi_v(s),
\]
and summing over \(i\) gives \(H\Phi_v=ME\,\Phi_v\).

```lean
/-- If `v` has energy `E` for one copy, the product of `M` copies of `v` has energy `M E`. -/
theorem productState_energy (M : ℕ) {h : Matrix (Fin 2) (Fin 2) ℝ} {v : Fin 2 → ℝ} {E : ℝ}
    (hv : h *ᵥ v = E • v) :
    totalH h (productState M v) = (M * E) • productState M v := by
  funext s
  have site : ∀ i, siteH h i (productState M v) s = E * productState M v s := by
    intro i
    -- factor the amplitude of copy `i` out of the product
    have fac : ∀ b, productState M v (Function.update s i b)
        = v b * ∏ j ∈ Finset.univ.erase i, v (s j) := by
      intro b
      unfold productState
      rw [← Finset.mul_prod_erase Finset.univ _ (Finset.mem_univ i), Function.update_self]
      congr 1
      refine Finset.prod_congr rfl fun j hj => ?_
      rw [Function.update_of_ne (Finset.ne_of_mem_erase hj)]
    have hs := fac (s i)
    rw [Function.update_eq_self] at hs
    have he : ∑ b, h (s i) b * v b = E * v (s i) := congrFun hv (s i)
    simp only [siteH, fac, ← mul_assoc]
    rw [← Finset.sum_mul, he, hs, mul_assoc]
  simp [totalH, site, mul_assoc]
```

An entangled state cannot go lower. Fix \(i\), set \(G(s)=\Phi(s)(h_i\Phi)(s)-E\,\Phi(s)^2\), and let \(\bar s\) be \(s\) with label \(i\) flipped. With \(x_b=\Phi(s_{i\to b})\),
\[
G(s)+G(\bar s)=x\cdot hx-E\,x\cdot x\ge0 .
\]
Summing over all \(s\) counts each configuration twice, so \(2\sum_sG(s)\ge0\). Summing over \(i\) then gives the bound \(ME\).

The device that carries this argument is `Function.update`, which replaces one label. The flip is `Function.update s i (Fin.rev (s i))`. Being its own inverse, it is a permutation of the configurations, and `Equiv.sum_comp` gives \(\sum_sG(\bar s)=\sum_sG(s)\). Configuration space never has to be split into copy \(i\) and the rest.

```lean
/-- If `E` bounds the one-copy mean energy from below, then `M E` bounds the mean energy of every
`M`-copy state, entangled or not. -/
theorem total_energy_bound {M : ℕ} {h : Matrix (Fin 2) (Fin 2) ℝ} {E : ℝ}
    (hE : ∀ x : Fin 2 → ℝ, E * (x ⬝ᵥ x) ≤ x ⬝ᵥ (h *ᵥ x)) (Φ : (Fin M → Fin 2) → ℝ) :
    M * E * ∑ s, Φ s ^ 2 ≤ ∑ s, Φ s * totalH h Φ s := by
  have key : ∀ i : Fin M, E * ∑ s, Φ s ^ 2 ≤ ∑ s, Φ s * siteH h i Φ s := by
    intro i
    let G : (Fin M → Fin 2) → ℝ := fun s => Φ s * siteH h i Φ s - E * Φ s ^ 2
    have inv : Function.Involutive
        (fun s : Fin M → Fin 2 => Function.update s i (Fin.rev (s i))) := by
      intro s; simp
    have hsum : ∑ s, G (Function.update s i (Fin.rev (s i))) = ∑ s, G s :=
      Equiv.sum_comp inv.toPerm G
    -- a configuration and its flip at copy `i` together form a one-copy problem
    have pair : ∀ s, 0 ≤ G s + G (Function.update s i (Fin.rev (s i))) := by
      intro s
      have hx := hE (fun b => Φ (Function.update s i b))
      simp only [dotProduct, Matrix.mulVec, Fin.sum_univ_two] at hx
      have h01 : 0 ≤ G (Function.update s i 0) + G (Function.update s i 1) := by
        simp only [G, siteH, Fin.sum_univ_two, Function.update_self, Function.update_idem]
        linarith
      have hsym : ∀ a : Fin 2,
          0 ≤ G (Function.update s i a) + G (Function.update s i (Fin.rev a)) := by
        rw [Fin.forall_fin_two]
        exact ⟨h01, by rw [add_comm]; exact h01⟩
      have := hsym (s i)
      rwa [Function.update_eq_self] at this
    have htot := Finset.sum_nonneg fun s (_ : s ∈ Finset.univ) => pair s
    rw [Finset.sum_add_distrib, hsum] at htot
    have hG : ∑ s, G s = ∑ s, Φ s * siteH h i Φ s - E * ∑ s, Φ s ^ 2 := by
      simp only [G, Finset.sum_sub_distrib, Finset.mul_sum]
    linarith
  calc M * E * ∑ s, Φ s ^ 2 = ∑ _i : Fin M, E * ∑ s, Φ s ^ 2 := by
        rw [Finset.sum_const, Finset.card_univ, Fintype.card_fin, nsmul_eq_mul, mul_assoc]
    _ ≤ ∑ i, ∑ s, Φ s * siteH h i Φ s := Finset.sum_le_sum fun i _ => key i
    _ = ∑ s, Φ s * totalH h Φ s := by
        simp only [totalH, Finset.mul_sum]
        exact Finset.sum_comm
```

## Norm, overlap and limit

The squared norm factorises: \(\sum_s\prod_i v_{s_i}^2=\bigl(\sum_b v_b^2\bigr)^M\), which is 1 for normalised \(v\).

```lean
/-- The squared norm of a product of `M` copies is the `M`-th power of the one-copy squared norm. -/
theorem productState_norm (M : ℕ) (v : Fin 2 → ℝ) :
    ∑ s, productState M v s ^ 2 = (v ⬝ᵥ v) ^ M := by
  simp only [productState, dotProduct, ← pow_two, ← Finset.prod_pow]
  exact (Fintype.sum_pow (fun b => v b ^ 2) M).symm
```

The all-reference configuration has amplitude \(v_0^M\), so its squared overlap is \((v_0^2)^M=p^M\). From \(D<S\) follows \(p<1\), and \(p=v_0^2\ge0\), hence \(p^M\to0\). The condition \(D\ge0\), a reference no higher than the other level, gives \(p\ge1/2\). The code reads off \(p\ge0\) from this bound, although the limit itself does not depend on the sign of \(D\).

In the theorem, `hv` and `hn` say that \(v\) is an eigenvector at \(E\) and normalised. The conclusions for fixed \(M\) include \(M=0\), where the energy is 0 and the overlap 1.

```lean
/-- Let `K ≠ 0` and `D ≥ 0`. For a normalised one-copy ground vector the squared reference overlap
`p` lies in `[1/2, 1)`. The `M`-copy product is a normalised state of lowest energy `M E`, and its
squared reference overlap is `p ^ M`, which tends to zero as `M` grows. -/
theorem reference_overlap_decay {K D : ℝ} (hK : K ≠ 0) (hD : 0 ≤ D) {v : Fin 2 → ℝ}
    (hv : twoLevel K D *ᵥ v = groundEnergy K D • v) (hn : v ⬝ᵥ v = 1) :
    (v 0 ^ 2 = refWeight K D ∧ 1 / 2 ≤ refWeight K D ∧ refWeight K D < 1) ∧
    (∀ M : ℕ,
      totalH (twoLevel K D) (productState M v) = (M * groundEnergy K D) • productState M v ∧
      ∑ s, productState M v s ^ 2 = 1 ∧
      (∀ Φ : (Fin M → Fin 2) → ℝ, M * groundEnergy K D * ∑ s, Φ s ^ 2
        ≤ ∑ s, Φ s * totalH (twoLevel K D) Φ s) ∧
      productState M v (fun _ => 0) ^ 2 = refWeight K D ^ M) ∧
    Tendsto (fun M : ℕ => productState M v (fun _ => 0) ^ 2) atTop (𝓝 0) := by
  obtain ⟨-, hpos, hlt⟩ := splitting_facts D hK
  have hp := ground_overlap hK hv hn
  have hlow : 1 / 2 ≤ refWeight K D := by
    have : 0 ≤ D / splitting K D := div_nonneg hD hpos.le
    unfold refWeight; linarith
  have hup : refWeight K D < 1 := by
    have : D / splitting K D < 1 := (div_lt_one hpos).2 hlt
    unfold refWeight; linarith
  have hM : ∀ M : ℕ, productState M v (fun _ => 0) ^ 2 = refWeight K D ^ M := by
    intro M
    rw [← hp]
    simp only [productState, Finset.prod_const, Finset.card_univ, Fintype.card_fin]
    rw [← pow_mul, ← pow_mul, mul_comm]
  refine ⟨⟨hp, hlow, hup⟩, fun M => ⟨productState_energy M hv, ?_, ?_, hM M⟩, ?_⟩
  · rw [productState_norm, hn, one_pow]
  · exact total_energy_bound (groundEnergy_le D hK)
  · simp only [hM]
    exact tendsto_pow_atTop_nhds_zero_of_lt_one (by linarith) hup

end

end ReferenceOverlapDecay
```

```lean
#print axioms ReferenceOverlapDecay.reference_overlap_decay
```

```
'ReferenceOverlapDecay.reference_overlap_decay' depends on axioms: [propext, Classical.choice, Quot.sound]
```

## Numbers for K = 2, D = 3

Here \(S=\sqrt{9+16}=5\), \(E=-1\) and \(p=(1+3/5)/2=4/5\). The ground vector \((2,-1)/\sqrt5\) indeed has \(v_0^2=4/5\). Three copies have energy \(-3\) and squared overlap \(0.512\); for ten copies the squared overlap is about \(0.107\).

With \(k\) copies in the upper eigenstate the total energy is \(ME+kS\). Since \(S>0\), only \(k=0\) gives the lowest energy, so the product ground state is unique up to a phase; this uniqueness is not part of the Lean theorem. For noninteracting copies of this two-level model, ideal phase estimation started in the reference configuration therefore projects onto the product ground state with probability \(p^M\). Interactions between copies and better initial states are not treated.
